# Two collinear six-atom configurations with equal pair distances that no isometry relates

Put four identical atoms in a plane at $(-1,0)$, $(1,0)$, $(0,1)$, $(0,-3)$, and four others at $(-2,0)$, $(2,0)$, $(-1,1)$, $(1,1)$. Both structures have the pair distances $\sqrt2,\sqrt2,2,\sqrt{10},\sqrt{10},4$. In the first, a kite, the two distances $\sqrt2$ meet at one atom. In the second, a trapezoid, they have no atom in common, so the two shapes are different. The list of distances has lost the information about which distances meet at an atom. Three atoms are too few for this, because three side lengths fix a triangle.

I have read that the same thing happens on a line, with atoms at $\{0,1,4,10,12,17\}$ and at $\{0,1,8,11,13,17\}$. A descriptor that sums some function of the distance over all pairs would then be blind to the difference. Can this be made rigorous and machine-checked, with mirror images and relabellings of the atoms taken into account? And is there a simple quantity that does tell the two structures apart?

## Same fifteen distances, different neighbours

Yes to both. The Lean file below treats the two six-atom configurations; the kite and the trapezoid remain an example checked by hand.

Number the atoms from 0 to 5 and write the marks as

$$a = (0,1,4,10,12,17), \qquad b = (0,1,8,11,13,17).$$

**The distances agree.** For each atom, list the distances to the atoms on its right.

| first configuration | distances | second configuration | distances |
|---|---|---|---|
| from 0 | 1, 4, 10, 12, 17 | from 0 | 1, 8, 11, 13, 17 |
| from 1 | 3, 9, 11, 16 | from 1 | 7, 10, 12, 16 |
| from 4 | 6, 8, 13 | from 8 | 3, 5, 9 |
| from 10 | 2, 7 | from 11 | 2, 6 |
| from 12 | 5 | from 13 | 4 |

Both lists contain each of $1,2,\dots,13,16,17$ exactly once.

**Pair sums therefore agree.** For a function $\varphi$ of the distance, the sum $\sum_{i<j}\varphi(d_{ij})$ depends only on the multiset of the distances $d_{ij}$, so it has the same value for both configurations. Conversely, the pair sums determine the multiset: if $\varphi$ is 1 at a chosen distance $r$ and 0 elsewhere, the sum counts how often $r$ occurs. Equality of all pair sums is thus the same condition as equality of the distance multisets.

**No isometry relates the configurations.** Suppose that a distance-preserving map $f$ takes the first set of points onto the second. Then $f$ sends atom $i$ of the first configuration to some atom $\sigma(i)$ of the second, and

$$|b_{\sigma(i)}-b_{\sigma(j)}| = |a_i-a_j| \quad\text{for all } i,j.$$

In the first configuration, the atom at 0 has neighbours at distances 1, 17 and 4. Its image must have them too. In the second configuration, distance 17 occurs only between the marks 0 and 17, and distance 1 only between 0 and 1, so the image would have to be the atom at 0. But distance 4 occurs only between 13 and 17, which is a contradiction.

**A quantity that separates them.** Add up the distances from each atom to all the others, square each total, and sum over atoms:

$$S=\sum_i\Big(\sum_j d_{ij}\Big)^2 .$$

The totals are $44,40,34,34,38,58$ for the first configuration and $50,46,32,32,36,52$ for the second. Their squares sum to $10656$ and $10664$. Expanding the square gives $\sum_i\sum_{j,k} d_{ij}d_{ik}$. The terms with $j=k$ are a pair sum and agree, so the difference of 8 comes from products of two different distances that meet at an atom, which is the information that the distance list lacks.

```lean
import Mathlib

open Finset

namespace TwoBodyIncompleteness

noncomputable section

/-- The pairs of labels `i < j` of `n` atoms, each pair counted once. -/
def pairs (n : ℕ) : Finset (Fin n × Fin n) :=
  Finset.univ.filter fun p => p.1 < p.2

/-- The multiset of pair distances of a configuration of `n` atoms. -/
def pairDistances {X : Type*} [MetricSpace X] {n : ℕ} (x : Fin n → X) : Multiset ℝ :=
  (pairs n).val.map fun p => dist (x p.1) (x p.2)

/-- The two-body descriptor with radial function `φ`: the sum of `φ` over all pair distances. -/
def pairSum {X : Type*} [MetricSpace X] {n : ℕ} (φ : ℝ → ℝ) (x : Fin n → X) : ℝ :=
  ∑ p ∈ pairs n, φ (dist (x p.1) (x p.2))

/-- The sum over atoms of the squared total distance to all other atoms. -/
def environmentSum {X : Type*} [MetricSpace X] {n : ℕ} (x : Fin n → X) : ℝ :=
  ∑ i, (∑ j, dist (x i) (x j)) ^ 2

/-- The marks of the first collinear configuration. -/
def marksA : Fin 6 → ℤ := ![0, 1, 4, 10, 12, 17]

/-- The marks of the second collinear configuration. -/
def marksB : Fin 6 → ℤ := ![0, 1, 8, 11, 13, 17]

/-- The distances between integer marks, as a multiset of natural numbers. -/
def markDistances (a : Fin 6 → ℤ) : Multiset ℕ :=
  (pairs 6).val.map fun p => (a p.1 - a p.2).natAbs

variable {E : Type*} [NormedAddCommGroup E] [NormedSpace ℝ E]

/-- Six atoms placed at integer multiples of the vector `u`. -/
def onLine (u : E) (a : Fin 6 → ℤ) : Fin 6 → E := fun i => (a i : ℝ) • u

/-- Along a unit vector, the distance of two atoms is the absolute difference of their marks. -/
theorem dist_onLine {u : E} (hu : ‖u‖ = 1) (a : Fin 6 → ℤ) (i j : Fin 6) :
    dist (onLine u a i) (onLine u a j) = ((a i - a j).natAbs : ℝ) := by
  have h : ((a i - a j).natAbs : ℝ) = |(a i : ℝ) - a j| := by
    simp [Nat.cast_natAbs, Int.cast_abs]
  rw [h, dist_eq_norm]
  simp only [onLine]
  rw [← sub_smul, norm_smul, hu, mul_one, Real.norm_eq_abs]

/-- Two configurations agree on every two-body descriptor exactly when they have the same
multiset of pair distances. -/
theorem pairDistances_eq_iff {X Y : Type*} [MetricSpace X] [MetricSpace Y] {n : ℕ}
    (x : Fin n → X) (y : Fin n → Y) :
    pairDistances x = pairDistances y ↔ ∀ φ : ℝ → ℝ, pairSum φ x = pairSum φ y := by
  have hx : ∀ φ : ℝ → ℝ, pairSum φ x = ((pairDistances x).map φ).sum := by
    intro φ
    rw [pairDistances, Multiset.map_map]
    rfl
  have hy : ∀ φ : ℝ → ℝ, pairSum φ y = ((pairDistances y).map φ).sum := by
    intro φ
    rw [pairDistances, Multiset.map_map]
    rfl
  -- the indicator of a distance `r` counts how often `r` occurs
  have hcount : ∀ (r : ℝ) (s : Multiset ℝ),
      (s.map fun t => if r = t then (1 : ℝ) else 0).sum = (s.count r : ℝ) := by
    intro r s
    induction s using Multiset.induction_on with
    | empty => simp
    | cons t s ih =>
      rw [Multiset.map_cons, Multiset.sum_cons, ih, Multiset.count_cons]
      by_cases h : r = t
      · simp [h, add_comm]
      · simp [h]
  constructor
  · intro h φ
    rw [hx, hy, h]
  · intro h
    refine Multiset.ext.mpr fun r => ?_
    have hr := h fun t => if r = t then (1 : ℝ) else 0
    rw [hx, hy, hcount, hcount] at hr
    exact Nat.cast_injective (R := ℝ) hr

/-- No assignment of the atoms of the first configuration to atoms of the second preserves
all distances between marks. -/
theorem no_matching (σ : Fin 6 → Fin 6) :
    ¬ ∀ i j, (marksB (σ i) - marksB (σ j)).natAbs = (marksA i - marksA j).natAbs := by
  -- no atom of the second configuration has neighbours at distances 1, 17 and 4
  have key : ∀ p q r s : Fin 6, ¬ ((marksB p - marksB q).natAbs = 1 ∧
      (marksB p - marksB r).natAbs = 17 ∧ (marksB p - marksB s).natAbs = 4) := by
    decide +kernel
  intro h
  exact key (σ 0) (σ 1) (σ 5) (σ 2)
    ⟨(h 0 1).trans (by decide +kernel), (h 0 5).trans (by decide +kernel),
      (h 0 2).trans (by decide +kernel)⟩

/-- In any real normed space, the two configurations, placed along unit vectors `u` and `v`,
have the same pair distances, but no isometry of the space maps one onto the other. -/
theorem same_distances_not_isometric {u v : E} (hu : ‖u‖ = 1) (hv : ‖v‖ = 1) :
    pairDistances (onLine u marksA) = pairDistances (onLine v marksB) ∧
    ¬ ∃ f : E → E, Isometry f ∧
      f '' Set.range (onLine u marksA) = Set.range (onLine v marksB) := by
  constructor
  · have hcast : ∀ {w : E}, ‖w‖ = 1 → ∀ a : Fin 6 → ℤ,
        pairDistances (onLine w a) = (markDistances a).map (fun k : ℕ => (k : ℝ)) := by
      intro w hw a
      rw [markDistances, Multiset.map_map]
      exact Multiset.map_congr rfl fun p _ => dist_onLine hw a p.1 p.2
    -- the fifteen integer distances agree
    have hAB : markDistances marksA = markDistances marksB := by decide +kernel
    rw [hcast hu, hcast hv, hAB]
  · rintro ⟨f, hf, him⟩
    -- an isometry would induce a distance-preserving assignment of atoms
    have hex : ∀ i, ∃ j, onLine v marksB j = f (onLine u marksA i) := by
      intro i
      have hi : f (onLine u marksA i) ∈ Set.range (onLine v marksB) := by
        rw [← him]
        exact Set.mem_image_of_mem f (Set.mem_range_self i)
      exact hi
    choose σ hσ using hex
    apply no_matching σ
    intro i j
    have h := hf.dist_eq (onLine u marksA i) (onLine u marksA j)
    rw [← hσ i, ← hσ j, dist_onLine hv, dist_onLine hu] at h
    exact Nat.cast_injective (R := ℝ) h

/-- On the real line, the configurations {0,1,4,10,12,17} and {0,1,8,11,13,17} have the same
multiset of pair distances, but no isometry of the line maps one onto the other. -/
theorem real_line_counterexample :
    pairDistances (![0, 1, 4, 10, 12, 17] : Fin 6 → ℝ) =
      pairDistances (![0, 1, 8, 11, 13, 17] : Fin 6 → ℝ) ∧
    ¬ ∃ f : ℝ → ℝ, Isometry f ∧
      f '' Set.range (![0, 1, 4, 10, 12, 17] : Fin 6 → ℝ) =
        Set.range (![0, 1, 8, 11, 13, 17] : Fin 6 → ℝ) := by
  have hA : onLine (1 : ℝ) marksA = ![0, 1, 4, 10, 12, 17] := by
    ext i
    fin_cases i <;> simp [onLine, marksA]
  have hB : onLine (1 : ℝ) marksB = ![0, 1, 8, 11, 13, 17] := by
    ext i
    fin_cases i <;> simp [onLine, marksB]
  have h := same_distances_not_isometric (u := (1 : ℝ)) (v := (1 : ℝ)) norm_one norm_one
  rw [hA, hB] at h
  exact h

/-- Every two-body descriptor takes the same value on the two configurations. -/
theorem pairSum_eq {u v : E} (hu : ‖u‖ = 1) (hv : ‖v‖ = 1) (φ : ℝ → ℝ) :
    pairSum φ (onLine u marksA) = pairSum φ (onLine v marksB) :=
  (pairDistances_eq_iff _ _).mp (same_distances_not_isometric hu hv).1 φ

/-- The sum over atoms of the squared total distance to the others is 10656 for the first
configuration and 10664 for the second. -/
theorem environmentSum_values {u v : E} (hu : ‖u‖ = 1) (hv : ‖v‖ = 1) :
    environmentSum (onLine u marksA) = 10656 ∧
    environmentSum (onLine v marksB) = 10664 := by
  have hA : ∑ i, (∑ j, (marksA i - marksA j).natAbs) ^ 2 = 10656 := by decide +kernel
  have hB : ∑ i, (∑ j, (marksB i - marksB j).natAbs) ^ 2 = 10664 := by decide +kernel
  constructor
  · have h := congrArg (Nat.cast : ℕ → ℝ) hA
    simp only [environmentSum, dist_onLine hu]
    simpa only [Nat.cast_sum, Nat.cast_pow, Nat.cast_ofNat] using h
  · have h := congrArg (Nat.cast : ℕ → ℝ) hB
    simp only [environmentSum, dist_onLine hv]
    simpa only [Nat.cast_sum, Nat.cast_pow, Nat.cast_ofNat] using h

end

end TwoBodyIncompleteness
```

```lean
#print axioms TwoBodyIncompleteness.same_distances_not_isometric
-- 'TwoBodyIncompleteness.same_distances_not_isometric' depends on axioms: [propext, Classical.choice, Quot.sound]
#print axioms TwoBodyIncompleteness.real_line_counterexample
-- 'TwoBodyIncompleteness.real_line_counterexample' depends on axioms: [propext, Classical.choice, Quot.sound]
#print axioms TwoBodyIncompleteness.pairSum_eq
-- 'TwoBodyIncompleteness.pairSum_eq' depends on axioms: [propext, Classical.choice, Quot.sound]
#print axioms TwoBodyIncompleteness.environmentSum_values
-- 'TwoBodyIncompleteness.environmentSum_values' depends on axioms: [propext, Classical.choice, Quot.sound]
```

## What the theorems say about atoms

A configuration is a function `x : Fin n → X` from labels to points of a metric space. The set `pairs n` contains the label pairs with $i<j$, so each pair is counted once. `pairDistances x` is a multiset: it keeps multiplicities and forgets which pair produced which distance. `pairSum φ x` is the two-body descriptor with radial function `φ`, and `environmentSum x` is $S$.

The integer marks are `marksA` and `marksB`. The function `onLine u a` places atom $i$ at $a_i u$, where $u$ is a vector of a real normed space `E`. The hypothesis `‖u‖ = 1` sets the unit of length, so that one step between marks is one unit of distance. Taking `E` to be three-dimensional Euclidean space gives two linear arrangements in ordinary space, and the directions `u` and `v` of the two lines may differ.

`same_distances_not_isometric` has two parts. The first is equality of the distance multisets. The second says that no `f : E → E` with `Isometry f` maps one set of positions onto the other. In Mathlib, `Isometry` means that distances are preserved, so translations, rotations and reflections are all covered. Because the statement compares the sets `Set.range ...`, it also allows for every relabelling of the atoms. `real_line_counterexample` states the same result for the real line, with the marks written out.

`pairDistances_eq_iff` holds for any number of atoms, and the two configurations may even lie in different metric spaces. Its function `φ` is arbitrary, with no continuity or cutoff required. `pairSum_eq` applies it to the two configurations, so smooth radial functions with a cutoff are included.

The atoms are identical points, without species or charges. The incompleteness concerns sums over all pairs of the whole structure. It does not extend to every descriptor built from distances: `environmentSum` uses only distances, but it groups them by atom before a nonlinear step, and `environmentSum_values` shows that it separates this pair. That theorem does not make $S$ a complete descriptor for other structures.

For electronic structure and simulation, the consequence is that any energy model for identical atoms consisting only of a pair potential gives these two arrangements the same energy, whatever the potential.

## From integer marks to isometries

`dist_onLine` turns geometry into arithmetic. The difference of two positions is $(a_i-a_j)u$, its norm is $|a_i-a_j|\,\|u\|$, and $\|u\|=1$. The result is written as a natural number cast to a real, because equality of natural numbers can be decided by computation.

In `pairDistances_eq_iff`, the statements `hx` and `hy` rewrite a pair sum as a sum over the distance multiset, which gives the forward direction at once. For the converse, `hcount` proves by induction on the multiset that the indicator of $r$ sums to the multiplicity of $r$. Two multisets with equal multiplicities everywhere are equal, which is `Multiset.ext`.

`no_matching` is the neighbour argument. Its inner statement `key` says that no atom of the second configuration has neighbours at distances 1, 17 and 4, and `decide +kernel` checks this over all choices of four labels. It is then applied to the images of atoms 0, 1, 5 and 2, whose marks in the first configuration are 0, 1, 17 and 4. The assignment `σ` is not assumed to be one-to-one.

The main theorem joins these results. For the first part, `hcast` expresses the real distances through `markDistances`, and `hAB` compares the two lists of fifteen integers by computation. For the second part, `hex` uses the assumed equality of the point sets to find, for each atom, an atom of the second configuration at its image. The tactic `choose` collects these atoms into the function `σ`. Since `f` preserves distances, `σ` preserves absolute differences of marks, and `no_matching` rules that out. The real-line version takes $u=v=1$.

`environmentSum_values` follows the same route: the two integer sums are evaluated by `decide +kernel` and then carried over to the reals.

## The collision in a descriptor code

The collision can be reproduced in a few steps:

1. Compute the distance matrix of each structure.
2. Take the entries above the diagonal and sort them. The two sorted lists are identical.
3. Sum the rows of each distance matrix and sort the sums. These lists differ: $34,34,38,40,44,58$ against $32,32,36,46,50,52$.

A code that builds a distance histogram for the whole structure, or sums radial basis functions over all pairs, works with the information of step 2. Whatever regression model follows, it receives the same input twice and returns the same prediction $p$. If the reference energies are $E_1$ and $E_2$, then

$$\max\big(|p-E_1|,\,|p-E_2|\big)\ \ge\ \tfrac12\,|E_1-E_2| ,$$

and neither more training data nor a finer radial basis lowers this bound.

A code that keeps a radial sum for each atom, applies a nonlinear function to it and only then adds over atoms groups the distances by atom, as step 3 does. The embedding term of an embedded-atom potential, $\sum_i F\big(\sum_{j\ne i}\rho(d_{ij})\big)$, has this form. With $F(t)=t^2$ and $\rho(d)=d$ it becomes $S$; these are not physical choices of $F$ and $\rho$, but they are enough to separate the two structures. When a descriptor pipeline is tested on this pair, outputs that differ by more than rounding show that it uses more than the multiset of pair distances. Equal outputs do not show the opposite: with a cutoff below the smallest distance, for example, every radial sum is zero in both structures, wherever the nonlinear step is placed.
